# The diagonal element of (a† − a)⁴ in the n-th oscillator state is 3(2n² + 2n + 1)

For a single bosonic mode, let multiplication by `X` act as the creation operator and differentiation as the annihilation operator, so that the monomial Xⁿ stands for the n-th number state, unnormalised. The theorem says that after four applications of B = a† − a to Xⁿ, the coefficient of Xⁿ is 3(2n² + 2n + 1), for every natural number n and over every commutative ring. Over the complex numbers this is also the expectation value in the normalised state, since rescaling a basis vector does not change a diagonal element. The attempt proves formulas for the coefficients of `ladderDiff p`, at index zero (`hz`) and at a successor (`hs`), then treats n = 0, 1, 2, 3 and n ≥ 4 separately with `simp` and `ring`.

This version doesn't compile in Lean 4 with Mathlib:

```lean
import Mathlib

open Polynomial

namespace LadderDiffFourthCoeff

noncomputable section

/-- Creation minus annihilation on polynomials: `B p = X p - p'`. -/
def ladderDiff {R : Type*} [CommRing R] (p : R[X]) : R[X] :=
  X * p - derivative p

/-- The coefficient of `X^n` in `B⁴ X^n` is `3(2n² + 2n + 1)`, over every
commutative ring. -/
theorem ladderDiff_fourth_coeff {R : Type*} [CommRing R] (n : ℕ) :
    (ladderDiff^[4] (X ^ n : R[X])).coeff n = 3 * (2 * (n : R) ^ 2 + 2 * n + 1) := by
  have hz (p : R[X]) : (ladderDiff p).coeff 0 = -p.coeff 1 := by
    simp [ladderDiff, coeff_derivative]
  have hs (p : R[X]) (k : ℕ) : (ladderDiff p).coeff (k + 1) =
      p.coeff k - ((k : R) + 2) * p.coeff (k + 1 + 1) := by
    simp only [ladderDiff, coeff_sub, coeff_X_mul, coeff_derivative]
    push_cast
    ring
  change (ladderDiff (ladderDiff (ladderDiff (ladderDiff (X ^ n : R[X]))))).coeff n = _
  -- The lowest four levels feel the bottom of the ladder.
  rcases n with _ | _ | _ | _ | n <;> simp [hz, hs, coeff_X_pow] <;> ring

end

end LadderDiffFourthCoeff
```

The compiler's answer:

```
Try this:
  [apply] ring_nf
  
  The `ring` tactic failed to close the goal. Use `ring_nf` to obtain a normal form.
    
  Note that `ring` works primarily in *commutative* rings. If you have a noncommutative ring, abelian group or module, consider using `noncomm_ring`, `abel` or `module` instead.
Try this:
  [apply] ring_nf
  
  The `ring` tactic failed to close the goal. Use `ring_nf` to obtain a normal form.
    
  Note that `ring` works primarily in *commutative* rings. If you have a noncommutative ring, abelian group or module, consider using `noncomm_ring`, `abel` or `module` instead.
Try this:
  [apply] ring_nf
  
  The `ring` tactic failed to close the goal. Use `ring_nf` to obtain a normal form.
    
  Note that `ring` works primarily in *commutative* rings. If you have a noncommutative ring, abelian group or module, consider using `noncomm_ring`, `abel` or `module` instead.
Main.lean:16:83: error: unsolved goals
case zero
R : Type u_1
inst✝ : CommRing R
hz : ∀ (p : R[X]), (ladderDiff p).coeff 0 = -p.coeff 1
hs : ∀ (p : R[X]) (k : ℕ), (ladderDiff p).coeff (k + 1) = p.coeff k - (↑k + 2) * p.coeff (k + 1 + 1)
⊢ 3 - coeff 1 2 * 12 + coeff 1 4 * 24 = 3

case succ.zero
R : Type u_1
inst✝ : CommRing R
hz : ∀ (p : R[X]), (ladderDiff p).coeff 0 = -p.coeff 1
hs : ∀ (p : R[X]) (k : ℕ), (ladderDiff p).coeff (k + 1) = p.coeff k - (↑k + 2) * p.coeff (k + 1 + 1)
⊢ 15 - X.coeff 3 * 60 + X.coeff 5 * 120 = 15

case succ.succ.succ.succ
R : Type u_1
inst✝ : CommRing R
hz : ∀ (p : R[X]), (ladderDiff p).coeff 0 = -p.coeff 1
hs : ∀ (p : R[X]) (k : ℕ), (ladderDiff p).coeff (k + 1) = p.coeff k - (↑k + 2) * p.coeff (k + 1 + 1)
n : ℕ
⊢ (123 + if n = 4 + n then 1 else 0) + ↑n * 54 + ↑n ^ 2 * 6 = 123 + ↑n * 54 + ↑n ^ 2 * 6
```

Fix (accepted with no message):

```diff
@@ -22,7 +22,10 @@
     push_cast
     ring
+  have h4 (m : ℕ) : (m = m + 1 + 1 + 1 + 1) = False := eq_false (by omega)
+
   change (ladderDiff (ladderDiff (ladderDiff (ladderDiff (X ^ n : R[X]))))).coeff n = _
   -- The lowest four levels feel the bottom of the ladder.
-  rcases n with _ | _ | _ | _ | n <;> simp [hz, hs, coeff_X_pow] <;> ring
+  rcases n with _ | _ | _ | _ | n <;>
+    simp [hz, hs, coeff_X_pow, coeff_one, coeff_X, h4] <;> ring
 
 end
```

Diagnosis. Three of the five cases stay open. The "Try this" messages say that `ring` could not close them; the goals shown are what was left after normalisation.

For n = 0 and n = 1, `simp` turns `X ^ 0` into `1` and `X ^ 1` into `X`, so `coeff_X_pow` no longer matches. Coefficients such as `coeff 1 2` and `X.coeff 3` remain, and `ring` does not know that they vanish. Adding `coeff_one` and `coeff_X` lets `simp` evaluate them to zero.

For n ≥ 4, written as n + 4 with a new n, `coeff_X_pow` leaves an `if` whose condition says that n equals n + 4. `simp` does not decide it, and `ring` treats the whole `if` as an unknown quantity. The new fact `h4`, proved by `omega`, rewrites the condition, in the form `m = m + 1 + 1 + 1 + 1`, to `False`. The `if` then becomes zero and the two sides agree.

The added blank line and the line break before `simp` are mere tidying.
